# At positive temperature, Fermi response weights are negative and at least \(-\beta/4\)

A weak static potential acts on non-interacting electrons in thermal equilibrium at a fixed chemical potential. To first order, the response of the potential's own expectation value is a sum over pairs of orbitals, and each pair carries an energy denominator \(\varepsilon_i-\varepsilon_j\). In a metal many of these denominators are nearly zero. Can a single pair then make the response arbitrarily large, or change its sign?

At a fixed positive temperature it can do neither. The difference of occupations in the numerator shrinks along with the denominator, and their ratio stays between \(-\beta/4\) and zero, where \(\beta=1/(k_BT)\).

In Lean 4 with Mathlib:

```lean
import Mathlib

open Filter Topology

namespace FermiStaticResponse

noncomputable section
```

## Occupations, weights and the response

Measure every energy \(x\) from the chemical potential, which is held fixed. The occupation of a spin orbital is

\[ f(x)=\frac{1}{1+e^{\beta x}}. \]

```lean
/-- The Fermi function at inverse temperature `β`, with the energy `x` measured from the
chemical potential. -/
def fermi (β x : ℝ) : ℝ := 1 / (1 + Real.exp (β * x))
```

Two levels \(a\) and \(b\) enter the response with the weight

\[ w(a,b)=\frac{f(a)-f(b)}{a-b}\quad(a\neq b),\qquad w(a,a)=f'(a). \]

The second case covers diagonal terms and degenerate orbitals. In `responseWeight` it is the actual derivative, `deriv (fermi β) a`.

```lean
/-- The weight of a pair of levels `a`, `b` in the static response: the divided difference of
the Fermi function, or its derivative if the levels coincide. -/
def responseWeight (β a b : ℝ) : ℝ :=
  if a = b then deriv (fermi β) a else (fermi β a - fermi β b) / (a - b)
```

For a Hermitian perturbation \(\lambda V\), the one-particle density matrix \(f(H)\) changes at first order by \(\lambda\,w(\varepsilon_i,\varepsilon_j)V_{ij}\) in the orbital basis. The derivative of the expectation value of \(V\) with respect to \(\lambda\), at \(\lambda=0\), is therefore

\[ \chi=\sum_{i,j}w(\varepsilon_i,\varepsilon_j)\,|V_{ij}|^2 . \]

The code takes this formula as the definition of `staticResponse` and does not derive it from perturbation theory. The orbitals form a finite set `n`, the energies are any real function `ε` on it, and `V` may be any complex matrix; the physical case is the Hermitian one. Screening and a chemical potential that shifts to conserve particle number are left out.

```lean
/-- The static response of independent particles with orbital energies `ε` to a perturbation
with matrix elements `V i j`, as a sum over pairs of orbitals. -/
def staticResponse {n : Type*} [Fintype n] (β : ℝ) (ε : n → ℝ) (V : Matrix n n ℂ) : ℝ :=
  ∑ i, ∑ j, responseWeight β (ε i) (ε j) * ‖V i j‖ ^ 2
```

## The slope of the Fermi function

At the chemical potential \(e^0=1\), so \(f(0)=1/2\).

```lean
/-- At the chemical potential the occupation is one half. -/
theorem fermi_zero (β : ℝ) : fermi β 0 = 1 / 2 := by
  norm_num [fermi]
```

The chain rule, together with \(1-f=e^{\beta x}/(1+e^{\beta x})\), gives

\[ f'(x)=-\frac{\beta e^{\beta x}}{(1+e^{\beta x})^2}=-\beta f(x)\,(1-f(x)). \]

The proof differentiates the quotient and then matches the two forms with `field_simp` and `ring`.

```lean
/-- The slope of the Fermi function is `-β f (1 - f)`. -/
theorem hasDerivAt_fermi (β x : ℝ) :
    HasDerivAt (fermi β) (-β * fermi β x * (1 - fermi β x)) x := by
  have hne : 1 + Real.exp (β * x) ≠ 0 := by positivity
  have h1 : HasDerivAt (fun y : ℝ => β * y) β x := by
    simpa using (hasDerivAt_id' x).const_mul β
  have h2 := (hasDerivAt_const x (1 : ℝ)).fun_div (h1.exp.const_add 1) hne
  change HasDerivAt (fun y => 1 / (1 + Real.exp (β * y))) _ x
  refine h2.congr_deriv ?_
  unfold fermi
  field_simp
  ring
```

For \(\beta>0\), a larger \(x\) gives a larger \(1+e^{\beta x}\) and hence a smaller reciprocal, so \(f\) is strictly decreasing.

```lean
/-- At positive `β` the occupation falls strictly with energy. -/
theorem fermi_strictAnti {β : ℝ} (hβ : 0 < β) : StrictAnti (fermi β) := by
  intro a b h
  unfold fermi
  have hexp := Real.exp_lt_exp.mpr (mul_lt_mul_of_pos_left h hβ)
  exact one_div_lt_one_div_of_lt (by positivity) (by linarith)
```

Completing the square compares the slope with \(-\beta/4\):

\[ -\beta f(1-f)+\frac{\beta}{4}=\beta\left(f-\tfrac12\right)^2 . \]

Since \(f\) is strictly decreasing, it takes the value \(1/2\) only at \(x=0\). Everywhere else the square is positive and the slope lies strictly above \(-\beta/4\). The injectivity step supplies `hne`, and `nlinarith` uses the square.

```lean
/-- At positive `β` and away from the chemical potential, the expression `-β f (1 - f)` lies
strictly above `-β/4`. -/
theorem neg_quarter_lt_slope {β x : ℝ} (hβ : 0 < β) (hx : x ≠ 0) :
    -β / 4 < -β * fermi β x * (1 - fermi β x) := by
  have hne : fermi β x - 1 / 2 ≠ 0 := fun h =>
    hx ((fermi_strictAnti hβ).injective (by linarith [fermi_zero β]))
  -- the difference of the two sides is a perfect square times β
  have hsq : 0 < (fermi β x - 1 / 2) ^ 2 :=
    lt_of_le_of_ne (sq_nonneg _) (Ne.symm (pow_ne_zero 2 hne))
  nlinarith [mul_pos hβ hsq]
```

## From the slope to two distinct levels

Let \(g(x)=f(x)+\beta x/4\). Its derivative \(\beta(f-\tfrac12)^2\) is positive except at \(x=0\). Thus \(g\) increases strictly on \((-\infty,0]\) and on \([0,\infty)\), and because the half-lines share the point \(0\), it increases strictly on the whole line. `StrictMonoOn.Iic_union_Ici` joins the two halves.

```lean
/-- At positive `β`, adding the line `β x / 4` to the Fermi function gives a strictly
increasing function. -/
theorem fermi_add_line_strictMono {β : ℝ} (hβ : 0 < β) :
    StrictMono (fun x => fermi β x + β / 4 * x) := by
  have hd : ∀ x, HasDerivAt (fun x => fermi β x + β / 4 * x)
      (-β * fermi β x * (1 - fermi β x) + β / 4) x := fun x =>
    (hasDerivAt_fermi β x).fun_add (by simpa using (hasDerivAt_id' x).const_mul (β / 4))
  have hc : Continuous (fun x => fermi β x + β / 4 * x) :=
    continuous_iff_continuousAt.2 fun x => (hd x).continuousAt
  -- the derivative vanishes only at the chemical potential, so treat the half-lines apart
  refine StrictMonoOn.Iic_union_Ici (a := 0) ?_ ?_
  · refine strictMonoOn_of_deriv_pos (convex_Iic 0) hc.continuousOn fun x hx => ?_
    rw [interior_Iic] at hx
    rw [(hd x).deriv]
    linarith [neg_quarter_lt_slope hβ (Set.mem_Iio.1 hx).ne]
  · refine strictMonoOn_of_deriv_pos (convex_Ici 0) hc.continuousOn fun x hx => ?_
    rw [interior_Ici] at hx
    rw [(hd x).deriv]
    linarith [neg_quarter_lt_slope hβ (Set.mem_Ioi.1 hx).ne']
```

Take \(a>b\). From \(g(a)>g(b)\) we get

\[ f(a)-f(b)>-\frac{\beta}{4}(a-b), \]

and from the decrease of \(f\) we get \(f(a)-f(b)<0\). Dividing both by \(a-b>0\) yields

\[ -\frac{\beta}{4}<\frac{f(a)-f(b)}{a-b}<0 . \]

Exchanging \(a\) and \(b\) changes the sign of numerator and denominator alike, so the case \(a<b\) follows. In the proof, `key` handles the ordered case and the final case split handles the exchange.

```lean
/-- At positive `β`, the divided difference of the Fermi function between two distinct energies
is negative and lies strictly above `-β/4`. -/
theorem fermi_divided_difference {β a b : ℝ} (hβ : 0 < β) (hab : a ≠ b) :
    -β / 4 < (fermi β a - fermi β b) / (a - b) ∧
      (fermi β a - fermi β b) / (a - b) < 0 := by
  have key : ∀ a b : ℝ, b < a → -β / 4 < (fermi β a - fermi β b) / (a - b) ∧
      (fermi β a - fermi β b) / (a - b) < 0 := by
    intro a b h
    constructor
    · rw [lt_div_iff₀ (sub_pos.2 h)]
      have hm := fermi_add_line_strictMono hβ h
      dsimp only at hm
      linarith
    · exact div_neg_of_neg_of_pos (sub_neg.2 (fermi_strictAnti hβ h)) (sub_pos.2 h)
  rcases lt_or_gt_of_ne hab with h | h
  · -- the divided difference is symmetric in the two energies
    have hs := key b a h
    rwa [← neg_sub (fermi β a) (fermi β b), ← neg_sub a b, neg_div_neg_eq] at hs
  · exact key a b h
```

For a numerical instance, take \(\beta=1\), \(a=\ln 3\) and \(b=-\ln 3\). The occupations are \(1/4\) and \(3/4\), and the weight is

\[ \frac{1/4-3/4}{2\ln 3}=-\frac{1}{4\ln 3}\approx-0.228, \]

which lies just above \(-0.25\).

The constant is the best possible. With one level at the chemical potential and the other approaching it, the divided difference tends to \(f'(0)=-\beta\cdot\tfrac12\cdot\tfrac12=-\beta/4\). The filter `𝓝[≠] 0` expresses that \(a\) approaches \(0\) without being equal to it.

```lean
/-- The divided difference between an energy `a` and the chemical potential tends to `-β/4`
as `a` approaches the chemical potential. -/
theorem fermi_divided_difference_tendsto (β : ℝ) :
    Tendsto (fun a => (fermi β a - fermi β 0) / a) (𝓝[≠] 0) (𝓝 (-β / 4)) := by
  have h := hasDerivAt_iff_tendsto_slope.1 (hasDerivAt_fermi β 0)
  have e : -β * fermi β 0 * (1 - fermi β 0) = -β / 4 := by
    rw [fermi_zero]
    ring
  rw [e] at h
  refine h.congr fun a => ?_
  rw [slope_def_field, sub_zero]
```

## Coincident levels

When \(a=b\), the weight is \(-\beta f(a)(1-f(a))\). It is negative because \(0<f(a)<1\), and it is at least \(-\beta/4\) by the same completed square. When \(a\neq b\), the previous bounds apply. Every weight therefore satisfies \(-\beta/4\le w(a,b)<0\).

```lean
/-- At positive `β` every response weight, coincident levels included, is negative and at least
`-β/4`. -/
theorem responseWeight_bounds {β : ℝ} (hβ : 0 < β) (a b : ℝ) :
    -β / 4 ≤ responseWeight β a b ∧ responseWeight β a b < 0 := by
  by_cases h : a = b
  · subst h
    rw [responseWeight, if_pos rfl, (hasDerivAt_fermi β a).deriv]
    have hp : 0 < fermi β a := by
      unfold fermi
      positivity
    have h1 : fermi β a < 1 := by
      unfold fermi
      rw [div_lt_one (by positivity)]
      linarith [Real.exp_pos (β * a)]
    constructor
    · nlinarith [mul_nonneg hβ.le (sq_nonneg (fermi β a - 1 / 2))]
    · nlinarith [mul_pos (mul_pos hβ hp) (sub_pos.2 h1)]
  · rw [responseWeight, if_neg h]
    exact ⟨(fermi_divided_difference hβ h).1.le, (fermi_divided_difference hβ h).2⟩
```

Equality with \(-\beta/4\) is impossible for distinct levels, whose bound is strict. For coincident levels it forces \(f(a)=1/2\), hence \(a=0\). Conversely, two levels at the chemical potential have weight \(f'(0)=-\beta/4\).

```lean
/-- At positive `β` a response weight equals `-β/4` exactly when both levels lie at the chemical
potential. -/
theorem responseWeight_eq_iff {β : ℝ} (hβ : 0 < β) (a b : ℝ) :
    responseWeight β a b = -β / 4 ↔ a = 0 ∧ b = 0 := by
  constructor
  · intro h
    by_cases hab : a = b
    · subst hab
      rw [responseWeight, if_pos rfl, (hasDerivAt_fermi β a).deriv] at h
      by_contra hne
      have ha : a ≠ 0 := fun h0 => hne ⟨h0, h0⟩
      linarith [neg_quarter_lt_slope hβ ha]
    · rw [responseWeight, if_neg hab] at h
      exact absurd h (fermi_divided_difference hβ hab).1.ne'
  · rintro ⟨ha, hb⟩
    rw [ha, hb, responseWeight, if_pos rfl, (hasDerivAt_fermi β 0).deriv, fermi_zero]
    ring
```

## The whole response

Multiply each lower bound by \(|V_{ij}|^2\ge 0\) and sum over both indices:

\[ \chi\ge-\frac{\beta}{4}\sum_{i,j}|V_{ij}|^2 . \]

The proof does this term by term with `Finset.sum_le_sum`. A single orbital at the chemical potential attains the bound, with \(\chi=-\tfrac{\beta}{4}|V_{11}|^2\).

For two orbitals at \(\pm\ln 3\) with \(\beta=1\), \(V_{12}=V_{21}=1\) and zero diagonal, the response is \(-1/(2\ln 3)\approx-0.455\), against a bound of \(-0.5\).

```lean
/-- At positive `β` the static response is at least `-β/4` times the sum of the squared moduli
of the matrix elements of the perturbation. -/
theorem staticResponse_lower_bound {n : Type*} [Fintype n] {β : ℝ} (hβ : 0 < β)
    (ε : n → ℝ) (V : Matrix n n ℂ) :
    -β / 4 * ∑ i, ∑ j, ‖V i j‖ ^ 2 ≤ staticResponse β ε V := by
  unfold staticResponse
  rw [Finset.mul_sum]
  refine Finset.sum_le_sum fun i _ => ?_
  rw [Finset.mul_sum]
  exact Finset.sum_le_sum fun j _ =>
    mul_le_mul_of_nonneg_right (responseWeight_bounds hβ _ _).1 (sq_nonneg _)
```

For the sign, no term of the sum is positive. If \(V\neq0\), some \(V_{ij}\neq0\), and its term is strictly negative because its weight is. The row containing it is then negative, and so is the total. The proof follows this order, with `hrow` for the row and `htotal` for the double sum.

```lean
/-- At positive `β` the static response to a nonzero perturbation is strictly negative. -/
theorem staticResponse_neg {n : Type*} [Fintype n] {β : ℝ} (hβ : 0 < β)
    (ε : n → ℝ) {V : Matrix n n ℂ} (hV : V ≠ 0) : staticResponse β ε V < 0 := by
  -- a nonzero perturbation couples at least one pair of orbitals
  have hex : ∃ i j, V i j ≠ 0 := by
    by_contra hno
    push Not at hno
    exact hV (Matrix.ext hno)
  obtain ⟨i, j, hij⟩ := hex
  have hterm : ∀ k l, responseWeight β (ε k) (ε l) * ‖V k l‖ ^ 2 ≤ 0 := fun k l =>
    mul_nonpos_of_nonpos_of_nonneg (responseWeight_bounds hβ _ _).2.le (sq_nonneg _)
  have hrow : ∑ l, responseWeight β (ε i) (ε l) * ‖V i l‖ ^ 2 < ∑ _l : n, (0 : ℝ) :=
    Finset.sum_lt_sum (fun l _ => hterm i l) ⟨j, Finset.mem_univ j,
      mul_neg_of_neg_of_pos (responseWeight_bounds hβ _ _).2 (pow_pos (norm_pos_iff.2 hij) 2)⟩
  rw [Finset.sum_const_zero] at hrow
  have htotal : staticResponse β ε V < ∑ _k : n, (0 : ℝ) :=
    Finset.sum_lt_sum (fun k _ => Finset.sum_nonpos fun l _ => hterm k l)
      ⟨i, Finset.mem_univ i, hrow⟩
  rwa [Finset.sum_const_zero] at htotal

end

end FermiStaticResponse
```

In electronic-structure calculations with Fermi smearing, this means that near-degenerate pairs contribute bounded terms of one sign to \(\chi\), the response of the perturbation's own expectation value, for a finite set of non-interacting orbitals at fixed chemical potential. The bound weakens in proportion to \(\beta\) as the temperature is lowered.

```lean
#print axioms FermiStaticResponse.responseWeight_bounds
#print axioms FermiStaticResponse.responseWeight_eq_iff
#print axioms FermiStaticResponse.staticResponse_lower_bound
#print axioms FermiStaticResponse.staticResponse_neg
```

```
'FermiStaticResponse.responseWeight_bounds' depends on axioms: [propext, Classical.choice, Quot.sound]
'FermiStaticResponse.responseWeight_eq_iff' depends on axioms: [propext, Classical.choice, Quot.sound]
'FermiStaticResponse.staticResponse_lower_bound' depends on axioms: [propext, Classical.choice, Quot.sound]
'FermiStaticResponse.staticResponse_neg' depends on axioms: [propext, Classical.choice, Quot.sound]
```
